# LMTO screening gives a nearest-neighbour three-site chain an end-to-end structure constant when $2a^2s^2 \neq 1$ and $a, s \neq 0$

Let $S$ be a real model matrix of bare LMTO structure constants for an open chain of three sites $0, 1, 2$ with one channel per site, with nearest-neighbour entries $s$ and all other entries zero, and let $a$ be a real screening constant common to all sites. If $2a^2s^2 \neq 1$, then $1 - aS$ is invertible and the screened matrix $S(1-aS)^{-1}$ has the end-to-end entry
$$\bigl[S(1-aS)^{-1}\bigr]_{02} = \frac{a s^2}{1 - 2a^2s^2},$$
which is nonzero exactly when $a \neq 0$ and $s \neq 0$, although $S_{02} = 0$. The result follows from a more general chain with two different couplings and three different screening constants.

```lean
import Mathlib

open Matrix

namespace ScreeningCreatesCouplings

noncomputable section
```

## Screened structure constants and the chain

In the LMTO method, the structure constants $S_{ij}$ are the coefficients with which an envelope function centred on one site is expanded about another. Screening changes the radial functions of that expansion: on site $k$, a multiple $\alpha_k$ of the irregular solution is mixed into the regular one, and the envelope functions are recombined so that, written in the new radial functions, each again has the irregular solution as a separate term on its own site alone. With $\alpha = \mathrm{diag}(\alpha_k)$, the coefficients become
$$S^\alpha = S\,(1 - \alpha S)^{-1}.$$
This formula is taken as the definition, and it fixes the sign convention for $\alpha$. The type `n` labels the finitely many sites, each carrying one channel; `α : n → ℝ` lists the constants and `diagonal α` is the matrix $\alpha$.

```lean
/-- Screened structure constants `S (1 - α S)⁻¹` for site-diagonal screening constants `α`. -/
def screened {n : Type*} [Fintype n] [DecidableEq n] (α : n → ℝ) (S : Matrix n n ℝ) :
    Matrix n n ℝ :=
  S * (1 - diagonal α * S)⁻¹
```

The chain has coupling $s$ between sites $0$ and $1$ and coupling $t$ between sites $1$ and $2$, with `Fin 3` numbering the sites from zero:
$$S = \begin{pmatrix} 0 & s & 0 \\ s & 0 & t \\ 0 & t & 0 \end{pmatrix}.$$
This matrix is postulated. It stands for bare structure constants cut off beyond nearest neighbours and is not computed from site positions. Angular-momentum channels, energy dependence and longer chains are not covered by the chain theorems.

```lean
/-- Structure constants of the open three-site chain: coupling `s` between sites 0 and 1,
coupling `t` between sites 1 and 2, all other entries zero. -/
def chain (s t : ℝ) : Matrix (Fin 3) (Fin 3) ℝ :=
  !![0, s, 0; s, 0, t; 0, t, 0]
```

With screening constants $\alpha_0 = a$, $\alpha_1 = b$, $\alpha_2 = c$, one combination recurs:
$$D = 1 - ab\,s^2 - bc\,t^2.$$

```lean
/-- The screening denominator `1 - a b s² - b c t²` of the three-site chain with screening
constants `a, b, c`. -/
def denom (a b c s t : ℝ) : ℝ :=
  1 - a * b * s ^ 2 - b * c * t ^ 2
```

## The Dyson equation for any finite number of sites

Suppose $1 - \alpha S$ is invertible with inverse $N$, so that $(1-\alpha S)N = 1$ and $S^\alpha = SN$. Splitting $1 = (1 - \alpha S) + \alpha S$ gives
$$SN = S(1-\alpha S)N + S\alpha\,(SN) = S + S\alpha S^\alpha .$$
Invertibility is written `IsUnit (1 - diagonal α * S).det`, which for a real determinant means that it is nonzero. In the proof, `hN` is $(1-\alpha S)N = 1$, `noncomm_ring` does the splitting, and the second `calc` line inserts `hN`.

```lean
/-- Dyson equation of screening: if `1 - α S` is invertible, then `S^α = S + S α S^α`. -/
theorem screened_dyson {n : Type*} [Fintype n] [DecidableEq n] (α : n → ℝ) (S : Matrix n n ℝ)
    (h : IsUnit (1 - diagonal α * S).det) :
    screened α S = S + S * diagonal α * screened α S := by
  have hN := Matrix.mul_nonsing_inv _ h
  unfold screened
  generalize (1 - diagonal α * S)⁻¹ = N at hN ⊢
  calc S * N = S * ((1 - diagonal α * S) * N) + S * diagonal α * (S * N) := by noncomm_ring
    _ = S + S * diagonal α * (S * N) := by rw [hN, mul_one]
```

Since $\alpha$ is diagonal, $(S\alpha)_{ik} = S_{ik}\alpha_k$, and the entry $(i,j)$ of the Dyson equation reads
$$S^\alpha_{ij} = S_{ij} + \sum_k S_{ik}\,\alpha_k\,S^\alpha_{kj}.$$

```lean
/-- Entrywise Dyson equation: if `1 - α S` is invertible, the screened coupling of sites `i` and `j`
is the bare one plus the sum over sites `k` of `S i k * α k * S^α k j`. -/
theorem screened_apply {n : Type*} [Fintype n] [DecidableEq n] (α : n → ℝ) (S : Matrix n n ℝ)
    (h : IsUnit (1 - diagonal α * S).det) (i j : n) :
    screened α S i j = S i j + ∑ k, S i k * α k * screened α S k j := by
  refine (congrFun (congrFun (screened_dyson α S h) i) j).trans ?_
  rw [Matrix.add_apply, Matrix.mul_apply]
  simp only [Matrix.mul_diagonal]
```

For the chain with $i = 0$, $j = 2$, only $k = 1$ contributes, so $S^\alpha_{02} = s\,b\,S^\alpha_{12}$: the ends are connected through the screening constant of the middle site. The closed form below is obtained independently of these two theorems.

## The determinant of $1 - \alpha S$

Multiplying by $\alpha$ from the left scales row $k$ of $S$ by $\alpha_k$, so
$$M = 1 - \alpha S = \begin{pmatrix} 1 & -as & 0 \\ -bs & 1 & -bt \\ 0 & -ct & 1 \end{pmatrix}.$$
The vector `![a, b, c]` holds the three constants, and `fin_cases` compares the nine entries.

```lean
/-- The matrix `1 - α S` of the three-site chain, written out. -/
theorem one_sub_chain (a b c s t : ℝ) :
    1 - diagonal ![a, b, c] * chain s t =
      !![1, -(a * s), 0; -(b * s), 1, -(b * t); 0, -(c * t), 1] := by
  ext i j
  rw [Matrix.sub_apply, Matrix.diagonal_mul]
  fin_cases i <;> fin_cases j <;> simp [chain]
```

Expanding along row $0$,
$$\det M = 1\cdot(1 - bc\,t^2) - (-as)(-bs) = D.$$
`Matrix.det_fin_three` supplies the explicit $3\times 3$ determinant and `ring` collects the terms.

```lean
/-- The determinant of `1 - α S` for the three-site chain is `1 - a b s² - b c t²`. -/
theorem det_one_sub_chain (a b c s t : ℝ) :
    (1 - diagonal ![a, b, c] * chain s t).det = denom a b c s t := by
  rw [one_sub_chain, Matrix.det_fin_three]
  simp [denom]
  ring
```

## The full screened matrix

For $D \neq 0$ the matrix $S^\alpha$ is the solution $X$ of $XM = S$, which decouples row by row. Row $0$, with unknowns $(x_0, x_1, x_2)$, gives
$$x_0 - bs\,x_1 = 0, \qquad -as\,x_0 + x_1 - ct\,x_2 = s, \qquad x_2 - bt\,x_1 = 0.$$
Substituting $x_0 = bs\,x_1$ and $x_2 = bt\,x_1$ into the middle equation yields $D x_1 = s$. Row $2$ has the same equations with right-hand side $t$, hence $D x_1 = t$. Row $1$ has right-hand sides $(s, 0, t)$, so $x_0 = s + bs\,x_1$, $x_2 = t + bt\,x_1$, and the middle equation becomes $D x_1 = as^2 + ct^2$; then $Dx_0 = s\,[D + b(as^2 + ct^2)] = s$ and likewise $D x_2 = t$. Together,
$$D\,S^\alpha = Y = \begin{pmatrix} bs^2 & s & bst \\ s & as^2 + ct^2 & t \\ bst & t & bt^2 \end{pmatrix}.$$
The entries of $S^\alpha$ itself are those of $Y$ divided by $D$. The Lean proof verifies the solution instead of deriving it: `hU` turns $D \neq 0$ into invertibility of $M$, `hY` is the polynomial identity $YM = DS$ checked entry by entry, and the last line computes $D\,SM^{-1} = YMM^{-1} = Y$.

```lean
/-- All screened structure constants of the three-site chain: for nonzero denominator `D`,
the matrix `D S^α` has the listed entries. -/
theorem denom_smul_screened_chain (a b c s t : ℝ) (hD : denom a b c s t ≠ 0) :
    denom a b c s t • screened ![a, b, c] (chain s t) =
      !![b * s ^ 2, s, b * s * t; s, a * s ^ 2 + c * t ^ 2, t; b * s * t, t, b * t ^ 2] := by
  have hU : IsUnit (1 - diagonal ![a, b, c] * chain s t).det := by
    rw [det_one_sub_chain]
    exact isUnit_iff_ne_zero.mpr hD
  -- polynomial identity `Y (1 - α S) = D S`
  have hY : !![b * s ^ 2, s, b * s * t; s, a * s ^ 2 + c * t ^ 2, t; b * s * t, t, b * t ^ 2] *
      (1 - diagonal ![a, b, c] * chain s t) = denom a b c s t • chain s t := by
    rw [one_sub_chain]
    ext i j
    fin_cases i <;> fin_cases j <;>
      simp [chain, denom, Matrix.mul_apply, Fin.sum_univ_succ] <;> ring
  -- multiply by the inverse from the right
  rw [screened, ← Matrix.smul_mul, ← hY, Matrix.mul_assoc, Matrix.mul_nonsing_inv _ hU,
    Matrix.mul_one]
```

Reading off the entry $(0,2)$ and dividing by $D$ gives
$$S^\alpha_{02} = \frac{bst}{D}.$$
A quotient with nonzero denominator vanishes only with its numerator, and the product $bst$ is nonzero exactly when each factor is. The theorem states the value and this criterion under the single hypothesis `hD`; `h` is the entry of $DS^\alpha = Y$ and `he` the division. The end constants $a$ and $c$ enter only through $D$.

```lean
/-- For nonzero denominator `D`, the screened end-to-end entry of the three-site chain is
`b s t / D`, and it is nonzero exactly when `b`, `s` and `t` are all nonzero. -/
theorem screened_chain_ends (a b c s t : ℝ) (hD : denom a b c s t ≠ 0) :
    screened ![a, b, c] (chain s t) 0 2 = b * s * t / denom a b c s t ∧
      (screened ![a, b, c] (chain s t) 0 2 ≠ 0 ↔ b ≠ 0 ∧ s ≠ 0 ∧ t ≠ 0) := by
  have h : denom a b c s t * screened ![a, b, c] (chain s t) 0 2 = b * s * t :=
    congrFun (congrFun (denom_smul_screened_chain a b c s t hD) 0) 2
  have he : screened ![a, b, c] (chain s t) 0 2 = b * s * t / denom a b c s t := by
    rw [eq_div_iff hD, mul_comm]
    exact h
  refine ⟨he, ?_⟩
  rw [he, div_ne_zero_iff, mul_ne_zero_iff, mul_ne_zero_iff]
  tauto
```

## The uniform chain

For $a = b = c$ the matrix $\alpha$ is $a$ times the identity, so $\alpha S = aS$, written `a • S`.

```lean
/-- With the same screening constant `a` on all three sites, `α S` is `a S`. -/
theorem uniform_mul (a : ℝ) (S : Matrix (Fin 3) (Fin 3) ℝ) :
    diagonal ![a, a, a] * S = a • S := by
  ext i j
  rw [Matrix.diagonal_mul, Matrix.smul_apply, smul_eq_mul]
  fin_cases i <;> simp
```

With $t = s$ as well, $D = 1 - 2a^2s^2$, which is `hd`. Therefore $1 - aS$ is invertible if and only if $2a^2s^2 \neq 1$, in both directions. The condition says that the screening is not tuned to a pole of the transformation $S \mapsto S^\alpha$: it excludes $1/a = \pm\sqrt{2}\,s$, where $1/a$ meets an eigenvalue of the bare matrix.

```lean
/-- For the uniform three-site chain, `1 - a S` is invertible exactly when `2 a² s² ≠ 1`. -/
theorem isUnit_uniform_iff (a s : ℝ) :
    IsUnit (1 - a • chain s s).det ↔ 2 * a ^ 2 * s ^ 2 ≠ 1 := by
  have hd : denom a a a s s = 1 - 2 * a ^ 2 * s ^ 2 := by
    unfold denom
    ring
  rw [← uniform_mul, det_one_sub_chain, isUnit_iff_ne_zero, hd, sub_ne_zero]
  exact ne_comm
```

The final theorem takes real `a` and `s` with the hypothesis `h : 2 * a ^ 2 * s ^ 2 ≠ 1` and concludes four things: $1 - aS$ is invertible; `chain s s 0 2 = 0`; the entry $(0,2)$ of $S(1-aS)^{-1}$ equals $as^2/(1-2a^2s^2)$; and that entry is nonzero if and only if $a \neq 0$ and $s \neq 0$. The proof specialises `screened_chain_ends` to `a a a s s`, uses `hs` to rewrite the screened matrix as the explicit product, turns $a\,s\,s$ into $as^2$, and merges the repeated condition $s \neq 0$.

```lean
/-- Screening creates couplings: for the uniform three-site chain with `2 a² s² ≠ 1`, `1 - a S`
is invertible and `S` has end-to-end entry zero, while `S (1 - a S)⁻¹` has end-to-end entry
`a s² / (1 - 2 a² s²)`, nonzero exactly when `a` and `s` are nonzero. -/
theorem screening_creates_coupling (a s : ℝ) (h : 2 * a ^ 2 * s ^ 2 ≠ 1) :
    IsUnit (1 - a • chain s s).det ∧
      chain s s 0 2 = 0 ∧
      (chain s s * (1 - a • chain s s)⁻¹) 0 2 = a * s ^ 2 / (1 - 2 * a ^ 2 * s ^ 2) ∧
      ((chain s s * (1 - a • chain s s)⁻¹) 0 2 ≠ 0 ↔ a ≠ 0 ∧ s ≠ 0) := by
  have hd : denom a a a s s = 1 - 2 * a ^ 2 * s ^ 2 := by
    unfold denom
    ring
  have hD : denom a a a s s ≠ 0 := by
    rw [hd]
    exact sub_ne_zero.mpr h.symm
  -- specialise the general chain to equal couplings and equal screening constants
  obtain ⟨h1, h2⟩ := screened_chain_ends a a a s s hD
  have hs : screened ![a, a, a] (chain s s) = chain s s * (1 - a • chain s s)⁻¹ := by
    rw [screened, uniform_mul]
  rw [hs] at h1 h2
  refine ⟨(isUnit_uniform_iff a s).mpr h, rfl, ?_, ?_⟩
  · rw [h1, hd, mul_assoc a s s, ← sq s]
  · rw [h2]
    tauto

end

end ScreeningCreatesCouplings
```

```lean
#print axioms ScreeningCreatesCouplings.screened_apply
#print axioms ScreeningCreatesCouplings.screened_chain_ends
#print axioms ScreeningCreatesCouplings.screening_creates_coupling
```

```
'ScreeningCreatesCouplings.screened_apply' depends on axioms: [propext, Classical.choice, Quot.sound]
'ScreeningCreatesCouplings.screened_chain_ends' depends on axioms: [propext, Classical.choice, Quot.sound]
'ScreeningCreatesCouplings.screening_creates_coupling' depends on axioms: [propext, Classical.choice, Quot.sound]
```

For tight-binding LMTO work the example shows, in a finite chain with one channel per site and postulated bare couplings, that a zero of $S$ need not survive in $S^\alpha$, so the pattern of zeros of $S$ cannot in general be carried over to $S^\alpha$. The truncated chain is a model and not LMTO practice: for envelope functions of zero kinetic energy, bare structure constants computed from site positions fall off only as a power of the distance, and screening serves there to shorten their range. The example says nothing about how screened constants decay with distance.

## At the pole $2a^2s^2 = 1$

Take $a = 1$ and $s = 1/\sqrt{2}$, so that $2a^2s^2 = 1$. By `isUnit_uniform_iff` the matrix $1 - S$ is singular, and the first conclusion of the theorem fails. The unit vector $v = \tfrac12(1, \sqrt2, 1)^{\mathsf T}$ satisfies $Sv = v$. A solution $X$ of the Dyson equation $X = S + SX$ would obey $(1-S)X = S$; multiplying from the left by $v^{\mathsf T}$ and using the symmetry of $S$ gives $0 = v^{\mathsf T}$, which is false, so no screened matrix exists. The eigenvalue statements and this argument are added algebra that no theorem above contains. Mathlib sets the inverse of a singular matrix to zero, so the Lean entry is $0$ here while $a$ and $s$ are nonzero, and the nonvanishing criterion fails too.
